# Tr(D(n − n²)) with a fixed symmetric D is invariant under all orthogonal orbital changes exactly when D is a scalar matrix

Let $D$ be a fixed real symmetric $d\times d$ matrix. The energy

$$E_D(n)=\mathrm{Tr}\,\bigl(D(n-n^2)\bigr)$$

satisfies $E_D(OnO^T)=E_D(n)$ for every real symmetric $n$ and every orthogonal $O$ if and only if $D=c\,\mathbb 1$ for some real $c$. In particular, a Hubbard correction of this form with one fixed value $u_i$ per orbital is invariant only if all the $u_i$ are equal.

## Occupations and orbital-resolved U

In a DFT+U calculation, the electrons in a localized shell are described by an occupation matrix $n$. For one spin channel and a basis of $d$ real orbitals, $n$ is a Hermitian $d\times d$ matrix. It is assumed here to be real, and hence symmetric; spin-orbit coupling or orbital currents can make it complex. Its eigenvalues are the occupations of its eigenorbitals, and $n-n^2$ vanishes when each of them is 0 or 1. With a single parameter $U$, the correction $\tfrac U2\mathrm{Tr}(n-n^2)$ penalizes fractional occupations when $U>0$.

An orbital-resolved version assigns a value $u_i$ to each orbital, which gives $D=\mathrm{diag}(u_1/2,\dots,u_d/2)$. A change of orbitals turns $n$ into $OnO^T$. If the numbers $u_i$ stay attached to the labels $i$, the energy can change. For two orbitals, $n=\mathrm{diag}(\tfrac12,0)$ has energy $u_1/8$; after the orbitals are exchanged, it has energy $u_2/8$.

For this one-site quadratic correction, unequal fixed values of $U$ therefore make the choice of orbitals part of the model, and a calculation that uses them has to specify which orbital, or which subspace of orbitals, each value belongs to.

## The statement in Lean

The orbital labels form a finite type `ι`, and $d$ is its number of elements. The empty set is allowed, so $d\ge1$ is not a hypothesis. `energy D n` is $E_D(n)$, and `InvariantUnder D O` says that one given matrix $O$ leaves the energy of every symmetric $n$ unchanged while $D$ is held fixed. Orthogonality is written `Oᵀ * O = 1`.

The theorem `rotationally_invariant_iff_scalar` assumes `D.IsSymm` and equates invariance under all orthogonal $O$ with the existence of a real `c` such that `D = c • 1`. The symmetry of $D$ matters: an antisymmetric $D$ gives zero energy for every symmetric $n$, hence an invariant functional, without being scalar unless it is zero. The theorem `orbital_resolved_invariant_iff` treats the diagonal coupling with entries `u i / 2`.

Three features of the model limit its reach:

- The matrix $n$ ranges over all real symmetric matrices, including those with eigenvalues outside $[0,1]$.
- The matrix $O$ ranges over all orthogonal matrices on the orbital space. Spatial rotations of an atomic shell generally form a smaller set. For a complete shell of one angular momentum, invariance under all of them still forces $D$ to be scalar, although the file does not prove this: $D$ must commute with every rotation, so each eigenspace of $D$ is mapped to itself, and such a shell has no invariant subspace other than zero and the whole shell.
- The coupling $D$ does not depend on $n$. A scheme that attaches its $U$ values to the eigenorbitals of $n$ is a different functional. Complex orbitals are not treated either.

The first point does not hide a loophole, by a short argument that the file does not contain. For a unit vector $v$, the matrix $n=\tfrac12vv^T$ has eigenvalues in $[0,1]$ and $\mathrm{Tr}(M(n-n^2))=\tfrac14v^TMv$. If this vanishes for all $v$, the symmetric matrix $M$ is zero, which is what the derivation below needs.

## From the occupations to the coupling

Let $O^TO=\mathbb 1$. Then $(OnO^T)^2=On(O^TO)nO^T=On^2O^T$, and cyclicity of the trace gives

$$E_D(OnO^T)=\mathrm{Tr}\bigl(D\,O(n-n^2)O^T\bigr)=\mathrm{Tr}\bigl(O^TDO\,(n-n^2)\bigr)=E_{O^TDO}(n).$$

If $D$ is replaced by $ODO^T$ at the same time, the rotations cancel and the energy stays the same. The lack of invariance comes from holding $D$ fixed.

## One rotation at a time

Put $M=O^TDO-D$, which is symmetric. Invariance under this $O$ means that $\mathrm{Tr}(M(n-n^2))=0$ for all symmetric $n$. The choices $n=M$ and $n=-M$ give

$$\mathrm{Tr}\,M^2-\mathrm{Tr}\,M^3=0,\qquad -\mathrm{Tr}\,M^2-\mathrm{Tr}\,M^3=0.$$

Subtracting the second from the first leaves $2\,\mathrm{Tr}\,M^2=0$. Since $M$ is symmetric, $\mathrm{Tr}\,M^2=\sum_{ij}M_{ij}^2$, so every entry vanishes and $O^TDO=D$. Multiplying on the left by $O$ and using $OO^T=\mathbb 1$ gives $DO=OD$.

Conversely, if $OD=DO$, then $O^TDO=O^TOD=D$, and the energy is invariant. A fixed $O$ is thus a symmetry of the functional exactly when it commutes with $D$.

## Flips and swaps suffice

Let $F$ reverse the sign of orbital $a$ and keep the others. For $b\neq a$, the $(a,b)$ entry of $FD=DF$ reads $-D_{ab}=D_{ab}$, so $D_{ab}=0$. Invariance under all such flips makes $D$ diagonal.

Let $P$ exchange orbitals $i$ and $j$, so that $P_{ij}=1$. With $D$ diagonal, the $(i,j)$ entry of $PD=DP$ reads $D_{jj}=D_{ii}$. All diagonal entries are therefore equal, and $D=c\,\mathbb 1$.

Flips and swaps are orthogonal, so invariance under all orthogonal matrices forces $D$ to be scalar. In the other direction, $c\,\mathbb 1$ commutes with every $O$. For $D=\mathrm{diag}(u_i/2)$, being scalar means that all $u_i$ coincide.

## The complete Lean file

```lean
import Mathlib

open Matrix

namespace OrbitalResolvedHubbard

noncomputable section

variable {ι : Type*} [Fintype ι] [DecidableEq ι]

/-- The Hubbard correction energy `Tr(D (n - n²))` of an occupation matrix `n`
with coupling matrix `D`. -/
def energy (D n : Matrix ι ι ℝ) : ℝ := trace (D * (n - n * n))

/-- The energy with fixed coupling `D` is unchanged when every symmetric occupation matrix
`n` is replaced by `O n Oᵀ`. -/
def InvariantUnder (D O : Matrix ι ι ℝ) : Prop :=
  ∀ n : Matrix ι ι ℝ, n.IsSymm → energy D (O * n * Oᵀ) = energy D n

/-- The operation that reverses the sign of orbital `i` and keeps all others. -/
def signFlip (i : ι) : Matrix ι ι ℝ := diagonal (fun k => if k = i then -1 else 1)

/-- The operation that exchanges orbitals `i` and `j`. -/
def orbitalSwap (i j : ι) : Matrix ι ι ℝ :=
  (1 : Matrix ι ι ℝ).submatrix (Equiv.swap i j) id

/-- Rotating the occupations by `O` has the same effect on the energy as
rotating the coupling matrix by the inverse of `O`. -/
theorem energy_rotate {O : Matrix ι ι ℝ} (hO : Oᵀ * O = 1) (D n : Matrix ι ι ℝ) :
    energy D (O * n * Oᵀ) = energy (Oᵀ * D * O) n := by
  have h1 : O * n * Oᵀ * (O * n * Oᵀ) = O * n * (Oᵀ * O) * n * Oᵀ := by
    simp only [Matrix.mul_assoc]
  have h2 : O * n * Oᵀ - O * n * Oᵀ * (O * n * Oᵀ) = O * (n - n * n) * Oᵀ := by
    rw [h1, hO]
    simp only [Matrix.mul_sub, Matrix.sub_mul, Matrix.mul_assoc, Matrix.one_mul]
  unfold energy
  rw [h2]
  -- cyclicity of the trace moves the last factor to the front
  calc trace (D * (O * (n - n * n) * Oᵀ))
      = trace ((D * O * (n - n * n)) * Oᵀ) := by simp only [Matrix.mul_assoc]
    _ = trace (Oᵀ * (D * O * (n - n * n))) := Matrix.trace_mul_comm _ _
    _ = trace (Oᵀ * D * O * (n - n * n)) := by simp only [Matrix.mul_assoc]

/-- The energy is unchanged when the coupling matrix is rotated together with the
occupation matrix. -/
theorem energy_covariant {O : Matrix ι ι ℝ} (hO : Oᵀ * O = 1) (D n : Matrix ι ι ℝ) :
    energy (O * D * Oᵀ) (O * n * Oᵀ) = energy D n := by
  have h : Oᵀ * (O * D * Oᵀ) * O = D := by
    calc Oᵀ * (O * D * Oᵀ) * O = (Oᵀ * O) * D * (Oᵀ * O) := by
          simp only [Matrix.mul_assoc]
      _ = D := by rw [hO, Matrix.one_mul, Matrix.mul_one]
  rw [energy_rotate hO, h]

omit [DecidableEq ι] in
/-- A real symmetric matrix whose square has zero trace vanishes. -/
theorem eq_zero_of_trace_sq {M : Matrix ι ι ℝ} (hM : M.IsSymm)
    (ht : trace (M * M) = 0) : M = 0 := by
  have hs : ∑ i, ∑ j, M i j ^ 2 = 0 := by
    refine Eq.trans ?_ ht
    simp only [Matrix.trace, Matrix.diag_apply, Matrix.mul_apply]
    refine Finset.sum_congr rfl fun i _ => Finset.sum_congr rfl fun j _ => ?_
    rw [hM.apply i j, sq]
  ext i j
  have hi := (Finset.sum_eq_zero_iff_of_nonneg
    (fun i _ => Finset.sum_nonneg fun j _ => sq_nonneg (M i j))).1 hs i (Finset.mem_univ i)
  have hj := (Finset.sum_eq_zero_iff_of_nonneg
    (fun j _ => sq_nonneg (M i j))).1 hi j (Finset.mem_univ j)
  exact (pow_eq_zero_iff two_ne_zero).1 hj

/-- For symmetric `D`, the energy is invariant under a given orthogonal change of orbitals exactly
when that change commutes with the coupling matrix. -/
theorem invariantUnder_iff_commute {D O : Matrix ι ι ℝ} (hD : D.IsSymm)
    (hO : Oᵀ * O = 1) : InvariantUnder D O ↔ O * D = D * O := by
  constructor
  · intro h
    obtain ⟨M, hMdef⟩ : ∃ M, M = Oᵀ * D * O - D := ⟨_, rfl⟩
    have hM : M.IsSymm := by
      unfold Matrix.IsSymm
      rw [hMdef]
      simp only [Matrix.transpose_sub, Matrix.transpose_mul, Matrix.transpose_transpose,
        hD.eq, Matrix.mul_assoc]
    have lin : ∀ n : Matrix ι ι ℝ, n.IsSymm → trace (M * (n - n * n)) = 0 := by
      intro n hn
      have h1 := h n hn
      rw [energy_rotate hO] at h1
      unfold energy at h1
      rw [hMdef, Matrix.sub_mul, Matrix.trace_sub, h1, sub_self]
    -- evaluate `lin` at the symmetric matrices `M` and `-M`
    have h1 := lin M hM
    have h2 := lin (-M) hM.neg
    have e : M * (M - M * M) - M * (-M - -M * -M) = M * M + M * M := by noncomm_ring
    have e' := congrArg trace e
    rw [Matrix.trace_sub, Matrix.trace_add, h1, h2] at e'
    have hM0 : M = 0 := eq_zero_of_trace_sq hM (by linarith)
    have h0 : Oᵀ * D * O = D := sub_eq_zero.1 (hMdef.symm.trans hM0)
    have hO' : O * Oᵀ = 1 := mul_eq_one_comm.mp hO
    calc O * D = O * (Oᵀ * D * O) := by rw [h0]
      _ = (O * Oᵀ) * D * O := by simp only [Matrix.mul_assoc]
      _ = D * O := by rw [hO', Matrix.one_mul]
  · intro h n _
    have h0 : Oᵀ * D * O = D := by
      rw [Matrix.mul_assoc, ← h, ← Matrix.mul_assoc, hO, Matrix.one_mul]
    rw [energy_rotate hO, h0]

/-- Sign flips of single orbitals are orthogonal. -/
theorem signFlip_orthogonal (i : ι) : (signFlip i)ᵀ * signFlip i = 1 := by
  rw [signFlip, Matrix.diagonal_transpose, Matrix.diagonal_mul_diagonal,
    ← Matrix.diagonal_one]
  congr 1
  funext k
  by_cases h : k = i <;> simp [h]

/-- Exchanges of two orbitals are orthogonal. -/
theorem orbitalSwap_orthogonal (i j : ι) : (orbitalSwap i j)ᵀ * orbitalSwap i j = 1 := by
  rw [orbitalSwap, Matrix.transpose_submatrix, Matrix.transpose_one,
    Matrix.submatrix_mul_equiv, Matrix.one_mul, Matrix.submatrix_id_id]

/-- For symmetric `D`, invariance under sign flips of single orbitals and exchanges of two orbitals
already forces the coupling matrix to be a multiple of the identity. -/
theorem scalar_of_flips_and_swaps {D : Matrix ι ι ℝ} (hD : D.IsSymm)
    (hflip : ∀ i, InvariantUnder D (signFlip i))
    (hswap : ∀ i j, InvariantUnder D (orbitalSwap i j)) :
    ∃ c : ℝ, D = c • (1 : Matrix ι ι ℝ) := by
  -- sign flips remove the off-diagonal couplings
  have hoff : ∀ a b, a ≠ b → D a b = 0 := by
    intro a b hab
    have h := congrFun (congrFun
      ((invariantUnder_iff_commute hD (signFlip_orthogonal a)).1 (hflip a)) a) b
    simp only [signFlip, Matrix.diagonal_mul, Matrix.mul_diagonal, Ne.symm hab,
      ↓reduceIte] at h
    linarith
  have hdiag : D = diagonal (fun k => D k k) := by
    ext a b
    by_cases hab : a = b
    · subst hab
      simp
    · rw [Matrix.diagonal_apply_ne _ hab, hoff a b hab]
  -- exchanges make the diagonal couplings equal
  have heq : ∀ i j, D i i = D j j := by
    intro i j
    have h := congrFun (congrFun
      ((invariantUnder_iff_commute hD (orbitalSwap_orthogonal i j)).1 (hswap i j)) i) j
    rw [hdiag, Matrix.mul_diagonal, Matrix.diagonal_mul] at h
    have hP : orbitalSwap i j i j = 1 := by
      change (1 : Matrix ι ι ℝ) (Equiv.swap i j i) j = 1
      rw [Equiv.swap_apply_left, Matrix.one_apply_eq]
    rw [hP] at h
    linarith
  rcases isEmpty_or_nonempty ι with hι | ⟨⟨k⟩⟩
  · exact ⟨0, by ext a; exact isEmptyElim a⟩
  · refine ⟨D k k, ?_⟩
    ext a b
    by_cases hab : a = b
    · subst hab
      simpa using heq a k
    · simp [hoff a b hab, Matrix.one_apply_ne hab]

/-- The functional `Tr(D (n - n²))` with fixed symmetric `D` is invariant under all
orthogonal changes of the orbitals if and only if `D` is a multiple of the identity. -/
theorem rotationally_invariant_iff_scalar {D : Matrix ι ι ℝ} (hD : D.IsSymm) :
    (∀ O : Matrix ι ι ℝ, Oᵀ * O = 1 → InvariantUnder D O) ↔
      ∃ c : ℝ, D = c • (1 : Matrix ι ι ℝ) := by
  constructor
  · intro h
    exact scalar_of_flips_and_swaps hD (fun i => h _ (signFlip_orthogonal i))
      (fun i j => h _ (orbitalSwap_orthogonal i j))
  · rintro ⟨c, hc⟩ O hO
    rw [invariantUnder_iff_commute hD hO, hc, Matrix.mul_smul, Matrix.smul_mul,
      Matrix.mul_one, Matrix.one_mul]

/-- With one Hubbard parameter `u i` per orbital, entering as `u i / 2` on the diagonal of the
coupling matrix, the energy is invariant under all orthogonal changes of the orbitals exactly when
all `u i` are equal. -/
theorem orbital_resolved_invariant_iff (u : ι → ℝ) :
    (∀ O : Matrix ι ι ℝ, Oᵀ * O = 1 → InvariantUnder (diagonal fun i => u i / 2) O) ↔
      ∀ i j, u i = u j := by
  rw [rotationally_invariant_iff_scalar (Matrix.diagonal_transpose _)]
  constructor
  · rintro ⟨c, hc⟩ i j
    have h : ∀ k, u k / 2 = c := fun k => by
      simpa using congrFun (congrFun hc k) k
    linarith [h i, h j]
  · intro h
    rcases isEmpty_or_nonempty ι with hι | ⟨⟨k⟩⟩
    · exact ⟨0, by ext a; exact isEmptyElim a⟩
    · refine ⟨u k / 2, ?_⟩
      ext a b
      by_cases hab : a = b
      · subst hab
        simp [h a k]
      · simp [Matrix.diagonal_apply_ne _ hab, Matrix.one_apply_ne hab]

end

end OrbitalResolvedHubbard
```

```lean
#print axioms OrbitalResolvedHubbard.energy_covariant
-- 'OrbitalResolvedHubbard.energy_covariant' depends on axioms: [propext, Classical.choice, Quot.sound]
#print axioms OrbitalResolvedHubbard.orbital_resolved_invariant_iff
-- 'OrbitalResolvedHubbard.orbital_resolved_invariant_iff' depends on axioms: [propext, Classical.choice, Quot.sound]
```

## How the proof follows the derivation

`energy_rotate` is the trace identity $E_D(OnO^T)=E_{O^TDO}(n)$. Its steps `h1` and `h2` pull the rotation out of $n-n^2$, and `Matrix.trace_mul_comm` moves $O^T$ to the front. `energy_covariant` records the joint rotation of $D$ and $n$; the later theorems do not use it.

`eq_zero_of_trace_sq` rewrites $\mathrm{Tr}\,M^2$ as a double sum of squares, with symmetry turning $M_{ij}M_{ji}$ into $M_{ij}^2$. A sum of nonnegative terms that equals zero has only zero terms; this is applied first to the rows and then to the entries.

`invariantUnder_iff_commute` contains the main argument. Its step `lin` is the condition $\mathrm{Tr}(M(n-n^2))=0$, and `h1` and `h2` evaluate it at $M$ and $-M$. The tactic `noncomm_ring` checks the matrix identity behind the subtraction, in which the cubic terms cancel. After `M = 0` is established, `mul_eq_one_comm` supplies $OO^T=\mathbb 1$ from $O^TO=\mathbb 1$, and the final `calc` yields the commutation relation.

`signFlip_orthogonal` and `orbitalSwap_orthogonal` confirm that the discrete operations are admissible. In `scalar_of_flips_and_swaps`, the step `hoff` reads off the $(a,b)$ entry for a flip, and `heq` reads off the $(i,j)$ entry for a swap. The constant $c$ is then any diagonal entry of $D$, or 0 if there are no orbitals. This theorem is stronger than the forward half of the main equivalence, because it assumes invariance only under flips and swaps.

`rotationally_invariant_iff_scalar` combines these results: the forward direction specializes to flips and swaps, and the reverse direction uses the commutation criterion. `orbital_resolved_invariant_iff` then compares diagonal entries, where $u_k/2=c$ for every $k$ gives $u_i=u_j$.
